# Integrable potential energy density for a compactly supported trial state and a potential continuous up to a hard wall

A particle on the half-line, with a hard wall at the origin, has a real trial function ψ that is continuously differentiable, compactly supported and zero at the wall. The lemma says that if the potential V is continuous on [0, ∞), then V ψ² is integrable on (0, ∞). Since ψ is not assumed normalised, the integral of V ψ² is the mean potential energy only after division by the integral of ψ² over the half-line, for ψ not identically zero there. The proof extends V to the left of the wall by the constant V(0), so that the product with ψ² is continuous and compactly supported on the whole line, hence integrable there. It then restricts to x > 0, where the extended potential agrees with V.

An attempt in Lean 4 with a fault in it:

```lean
import Mathlib

open MeasureTheory Set

namespace IntegrablePotential

noncomputable section

/-- A trial state on the half-line with a hard wall at the origin: a real, continuously
differentiable, compactly supported function that vanishes at the wall. -/
structure IsTrial (ψ : ℝ → ℝ) : Prop where
  smooth : ContDiff ℝ 1 ψ
  compact : HasCompactSupport ψ
  wall : ψ 0 = 0

/-- For a potential continuous on `[0, ∞)`, the potential energy density of a trial state is
integrable on the half-line. -/
theorem integrable_potential {V ψ : ℝ → ℝ} (hV : ContinuousOn V (Ici 0)) (hψ : IsTrial ψ) :
    IntegrableOn (fun x => V x * ψ x ^ 2) (Ioi 0) := by
  -- continue the potential to the left of the wall by its value at the wall
  have hW : Continuous (fun x : ℝ => V (max x 0)) :=
    hV.comp_continuous (continuous_id.max continuous_const) (fun x => le_max_right x 0)
  have hs : HasCompactSupport (fun x => ψ x ^ 2) :=
    hψ.compact.comp_left (g := fun y : ℝ => y ^ 2) (by norm_num)
  have hc : HasCompactSupport (fun x => V (max x 0) * ψ x ^ 2) := hs.mul_left
  have hi := ((hW.mul (hψ.smooth.continuous.pow 2)).integrable_of_hasCompactSupport
    hc).integrableOn (s := Ioi (0 : ℝ))
  refine hi.congr_fun (fun x hx => ?_) measurableSet_Ioi
  have hx' : max x 0 = x := max_eq_left (le_of_lt hx)
  simp only [hx']

end

end IntegrablePotential
```

The compiler's answer:

```
Main.lean:26:14: error: typeclass instance problem is stuck
  IsFiniteMeasureOnCompacts ?m.219

Note: Lean will not try to resolve this typeclass instance problem because the fourth type argument to `IsFiniteMeasureOnCompacts` is a metavariable. This argument must be fully determined before Lean will try to resolve the typeclass.

Hint: Adding type annotations and supplying implicit arguments to functions can give Lean more information for typeclass resolution. For example, if you have a variable `x` that you intend to be a `Nat`, but Lean reports it as having an unresolved type like `?m`, replacing `x` with `(x : Nat)` can get typeclass resolution un-stuck.
```

After these edits no error is left:

```diff
@@ -24,6 +24,8 @@
     hψ.compact.comp_left (g := fun y : ℝ => y ^ 2) (by norm_num)
   have hc : HasCompactSupport (fun x => V (max x 0) * ψ x ^ 2) := hs.mul_left
-  have hi := ((hW.mul (hψ.smooth.continuous.pow 2)).integrable_of_hasCompactSupport
-    hc).integrableOn (s := Ioi (0 : ℝ))
+  have hint : Integrable (fun x => V (max x 0) * ψ x ^ 2) volume :=
+    (hW.mul (hψ.smooth.continuous.pow 2)).integrable_of_hasCompactSupport hc
+  have hi : IntegrableOn (fun x => V (max x 0) * ψ x ^ 2) (Ioi 0) volume :=
+    hint.integrableOn
   refine hi.congr_fun (fun x hx => ?_) measurableSet_Ioi
   have hx' : max x 0 = x := max_eq_left (le_of_lt hx)
```

Diagnosis. The message says that Lean could not look for an instance of `IsFiniteMeasureOnCompacts` because the measure was still unknown. The lemma `integrable_of_hasCompactSupport` needs such an instance, since a continuous function with compact support is integrable when the measure is finite on compact sets. But `have hi` was given no type, and neither the continuity proof nor `hc` mentions a measure. The theorem's goal does use Lebesgue measure, but `hi` is elaborated on its own, before it is compared with that goal.

The repair first states `hint` as integrability with respect to `volume`. This fixes the measure, and the instance can be found. The restriction to the half-line then becomes a separate step. Writing out the type of `hi` is mere tidying: the measure is already known from `hint`, and the set `Ioi 0`, formerly given through the argument `s`, is now given by the stated type.
